# A Majorana edge mode that commutes with the open-chain Hamiltonian up to one term at the far end

Take the end operator $a_0$ of an open Majorana chain as its zero mode, and making the chain longer does not help: $[H,a_0]=-2im\,b_0$ at every length, where $m$ is the on-site coupling. If the bond coupling $t$ is nonzero, suitable amplitudes on the other sites move this error to the opposite end of the chain. When $t$ is the stronger coupling, $|m|<|t|$, they also make it exponentially small in the length.

The chain has sites $j=0,\dots,N$, so the number of sites is $n=N+1$, and

$$H=im\sum_{j=0}^{N}a_jb_j+it\sum_{j=0}^{N-1}b_ja_{j+1}.$$

This is the Kitaev chain with equal hopping and pairing: up to sign conventions, $m$ is half the chemical potential and $t$ the hopping amplitude. The letters $a_j$ denote Majorana operators, not annihilation operators, and $t$ is not time. That a real wire is described by this uniform, non-interacting $H$ is a physical assumption that no hypothesis below supplies.

```lean
import Mathlib

open Complex (I)
open scoped Kronecker

namespace MajoranaEdgeMode

noncomputable section
```

The Majoranas are elements of any ring, normalised to square to one (not to $1/2$). Neither finite dimension nor self-adjointness is assumed here. `Fin (N + 1)` is the set of sites.

```lean
/-- Majorana operators `a j`, `b j` on the sites `j = 0, ..., N` of a chain: each squares to one
and any two different ones anticommute. -/
structure IsMajoranaChain {A : Type*} [Ring A] {N : ℕ} (a b : Fin (N + 1) → A) : Prop where
  a_sq : ∀ j, a j * a j = 1
  b_sq : ∀ j, b j * b j = 1
  a_anti : ∀ j k, j ≠ k → a j * a k = -(a k * a j)
  b_anti : ∀ j k, j ≠ k → b j * b k = -(b k * b j)
  ab_anti : ∀ j k, a j * b k = -(b k * a j)
```

## (a) Commutators from anticommutators

Express the commutator of a product $xy$ with $g$ through the anticommutators of $x$ and $y$ with $g$:

$$[xy,g]=x\{y,g\}-\{x,g\}y.$$

**Solution.** The right side is $xyg+xgy-xgy-gxy$. The middle terms cancel, which leaves $xyg-gxy$.

```lean
/-- The commutator of a product `x y` with `g`, written through anticommutators. -/
theorem commutator_of_product {A : Type*} [Ring A] (x y g : A) :
    x * y * g - g * (x * y) = x * (y * g + g * y) - (x * g + g * x) * y := by
  noncomm_ring
```

From here on the ring is a complex algebra. A linear mode is a sum $S=\sum_k c_kx_k$ with complex amplitudes $c_k$.

```lean
variable {A : Type*} [Ring A] [Algebra ℂ A] {N : ℕ}

/-- The linear mode `∑ c_k x_k` with amplitudes `c_k` on the operators `x_k`. -/
def mode (c : Fin (N + 1) → ℂ) (x : Fin (N + 1) → A) : A := ∑ k, c k • x k
```

The Hamiltonian allows complex $m$ and $t$; it describes a closed system when they are real and the Majoranas self-adjoint. Bonds are indexed by `Fin N`, with `j.castSucc` the left site of bond $j$ and `j.succ` the right one.

```lean
/-- The open Majorana chain `H = i m ∑ a_j b_j + i t ∑ b_j a_(j+1)`, with coupling `m` on the
sites and `t` on the bonds. -/
def chainH (m t : ℂ) (a b : Fin (N + 1) → A) : A :=
  (I * m) • ∑ j, a j * b j + (I * t) • ∑ j : Fin N, b j.castSucc * a j.succ
```

With $r=m/t$, the left mode is $G=\sum_j r^j a_j$.

```lean
/-- The left edge mode `G = ∑ (m/t)^j a_j`, for `t ≠ 0`. -/
def leftEdge (m t : ℂ) (a : Fin (N + 1) → A) : A := mode (fun j => (m / t) ^ (j : ℕ)) a
```

Its mirror image is $G'=\sum_j r^{N-j}b_j$. Both are unnormalised, with amplitude 1 at their own end.

```lean
/-- The right edge mode `∑ (m/t)^(N-j) b_j`, for `t ≠ 0`. -/
def rightEdge (m t : ℂ) (b : Fin (N + 1) → A) : A := mode (fun j => (m / t) ^ (N - (j : ℕ))) b
```

## (b) Reading off an amplitude

Let the $x_k$ square to one and pairwise anticommute. Show that the anticommutator with $x_j$ picks out the amplitude at $j$:

$$\{x_j,S\}=2c_j\,1.$$

**Solution.** By linearity $\{x_j,S\}=\sum_kc_k\{x_j,x_k\}$. Terms with $k\ne j$ vanish, and $k=j$ gives $2c_jx_j^2=2c_j$. In Lean, `Finset.sum_eq_single j` isolates that term.

```lean
/-- If the `x_k` square to one and pairwise anticommute, the anticommutator of `x_j` with a
linear mode is twice the amplitude of the mode at `j`. -/
theorem anticommutator_mode {x : Fin (N + 1) → A} (hsq : ∀ j, x j * x j = 1)
    (hanti : ∀ j k, j ≠ k → x j * x k = -(x k * x j)) (c : Fin (N + 1) → ℂ) (j : Fin (N + 1)) :
    x j * mode c x + mode c x * x j = (2 * c j) • (1 : A) := by
  unfold mode
  rw [Finset.mul_sum, Finset.sum_mul, ← Finset.sum_add_distrib, Finset.sum_eq_single j]
  · rw [mul_smul_comm, smul_mul_assoc, hsq]
    module
  · intro k _ hk
    rw [mul_smul_comm, smul_mul_assoc, hanti j k hk.symm]
    module
  · intro h
    exact absurd (Finset.mem_univ j) h
```

## (c) Modes of the other species

Let $y$ anticommute with every $x_k$. Show that

$$\{y,S\}=0.$$

**Solution.** Every term of $\sum_kc_k\{y,x_k\}$ is zero.

```lean
/-- An operator that anticommutes with every `x_k` anticommutes with each linear mode. -/
theorem anticommutator_mode_zero {x : Fin (N + 1) → A} {y : A}
    (h : ∀ k, y * x k = -(x k * y)) (c : Fin (N + 1) → ℂ) :
    y * mode c x + mode c x * y = 0 := by
  unfold mode
  rw [Finset.mul_sum, Finset.sum_mul, ← Finset.sum_add_distrib]
  refine Finset.sum_eq_zero fun k _ => ?_
  rw [mul_smul_comm, smul_mul_assoc, h k]
  module
```

## (d) Splitting the Hamiltonian

Write the commutator of $H$ with an arbitrary operator $S$ as a sum over sites and bonds:

$$[H,S]=im\sum_{j=0}^{N}[a_jb_j,S]+it\sum_{j=0}^{N-1}[b_ja_{j+1},S].$$

**Solution.** The commutator is linear in $H$. No Majorana relation is used.

```lean
/-- The commutator of the chain Hamiltonian with any operator is a sum over sites and bonds. -/
theorem commutator_chainH (m t : ℂ) (a b : Fin (N + 1) → A) (S : A) :
    chainH m t a b * S - S * chainH m t a b =
      (I * m) • ∑ j, (a j * b j * S - S * (a j * b j)) +
      (I * t) • ∑ j : Fin N, (b j.castSucc * a j.succ * S - S * (b j.castSucc * a j.succ)) := by
  simp only [chainH, add_mul, mul_add, smul_mul_assoc, mul_smul_comm, Finset.sum_mul,
    Finset.mul_sum, Finset.sum_sub_distrib, smul_sub]
  abel
```

## (e) The recursion of the geometric profile

For $t\neq0$, show that consecutive powers of $r=m/t$ satisfy

$$t\,r^{k+1}=m\,r^k.$$

**Solution.** Since $tr=m$, we have $t\,r^{k+1}=(tr)\,r^k=m\,r^k$.

```lean
private theorem decay_step {m t : ℂ} (ht : t ≠ 0) (k : ℕ) :
    t * (m / t) ^ (k + 1) = m * (m / t) ^ k := by
  have hr : t * (m / t) = m := by field_simp
  rw [pow_succ', ← mul_assoc, hr]
```

## (f) The left edge mode

For $t\ne0$, show that the commutator of $H$ with $G$ is a single Majorana at the far end:

$$[H,G]=-2im\left(\frac mt\right)^N b_N.$$

**Solution.** Put $c_j=r^j$. By (b) and (c), $\{a_j,G\}=2c_j$ and $\{b_j,G\}=0$, so (a) gives

$$[a_jb_j,G]=-2c_jb_j,\qquad [b_ja_{j+1},G]=2c_{j+1}b_j.$$

Inserting these in (d),

$$[H,G]=-2im\sum_{j=0}^{N}c_jb_j+2it\sum_{j=0}^{N-1}c_{j+1}b_j.$$

By (e), $tc_{j+1}=mc_j$, so each bond cancels the site at its left end. Site $N$ has no bond to its right, and its term $-2imr^Nb_N$ remains.

In Lean, `gen` proves this for any amplitudes that obey the recursion and end in $r^N$. The steps `h1` and `h2` are the two commutators, `hs` is the cancellation, and `Fin.sum_univ_castSucc` splits off the last site.

```lean
/-- Left edge mode: for `t ≠ 0` the commutator of `H` with `G = ∑ (m/t)^j a_j` is
`-2 i m (m/t)^N b_N`, a single Majorana at the far end of the chain. -/
theorem commutator_leftEdge {a b : Fin (N + 1) → A} (h : IsMajoranaChain a b)
    (m : ℂ) {t : ℂ} (ht : t ≠ 0) :
    chainH m t a b * leftEdge m t a - leftEdge m t a * chainH m t a b =
      (-2 * I * m * (m / t) ^ N) • b (Fin.last N) := by
  have gen : ∀ c : Fin (N + 1) → ℂ, (∀ j : Fin N, t * c j.succ = m * c j.castSucc) →
      c (Fin.last N) = (m / t) ^ N →
      chainH m t a b * mode c a - mode c a * chainH m t a b =
        (-2 * I * m * (m / t) ^ N) • b (Fin.last N) := by
    intro c hc hl
    have hb : ∀ j, b j * mode c a + mode c a * b j = 0 := fun j =>
      anticommutator_mode_zero (fun k => by rw [h.ab_anti, neg_neg]) c
    have ha := anticommutator_mode h.a_sq h.a_anti c
    -- each site gives `-2 c_j b_j`, each bond gives `2 c_(j+1) b_j`
    have h1 : ∀ j, a j * b j * mode c a - mode c a * (a j * b j) = (-2 : ℂ) • c j • b j := by
      intro j
      rw [commutator_of_product, hb, ha, mul_zero, smul_mul_assoc, one_mul]
      module
    have h2 : ∀ j : Fin N, b j.castSucc * a j.succ * mode c a
        - mode c a * (b j.castSucc * a j.succ) = (2 : ℂ) • c j.succ • b j.castSucc := by
      intro j
      rw [commutator_of_product, hb, ha, zero_mul, mul_smul_comm, mul_one]
      module
    -- the geometric profile makes bonds cancel sites, except at the last site
    have hs : t • ∑ j : Fin N, c j.succ • b j.castSucc =
        m • ∑ j : Fin N, c j.castSucc • b j.castSucc := by
      simp only [Finset.smul_sum, smul_smul, hc]
    rw [commutator_chainH]
    simp only [h1, h2, ← Finset.smul_sum]
    rw [Fin.sum_univ_castSucc, hl]
    linear_combination (norm := module) (2 * I) • hs
  exact gen _ (fun j => decay_step ht j) (by simp)
```

The identity holds for every ratio $m/t$, but $G$ is localised at the left end only for $|m|<|t|$. At $m=0$ it is the exact zero mode $a_0$. The condition $t\neq0$ gives the ratio a meaning; Lean sets $m/0=0$, and the formula would then fail for $m\ne0$ and $N\ge1$.

## (g) The right edge mode

For $t\neq0$, show that the mirror mode satisfies

$$[H,G']=2im\left(\frac mt\right)^N a_0.$$

**Solution.** Now $c_j=r^{N-j}$, with $\{b_j,G'\}=2c_j$ and $\{a_j,G'\}=0$. Hence

$$[a_jb_j,G']=2c_ja_j,\qquad [b_ja_{j+1},G']=-2c_ja_{j+1}.$$

The recursion reads $tc_j=mc_{j+1}$, so bond $j$ cancels site $j+1$. Site 0 remains, with $c_0=r^N$. The Lean proof has the same form as in (f), with the first site split off and `omega` handling the exponent $N-j$.

```lean
/-- Right edge mode: for `t ≠ 0` the commutator of `H` with `∑ (m/t)^(N-j) b_j` is
`2 i m (m/t)^N a_0`. -/
theorem commutator_rightEdge {a b : Fin (N + 1) → A} (h : IsMajoranaChain a b)
    (m : ℂ) {t : ℂ} (ht : t ≠ 0) :
    chainH m t a b * rightEdge m t b - rightEdge m t b * chainH m t a b =
      (2 * I * m * (m / t) ^ N) • a 0 := by
  have gen : ∀ c : Fin (N + 1) → ℂ, (∀ j : Fin N, t * c j.castSucc = m * c j.succ) →
      c 0 = (m / t) ^ N →
      chainH m t a b * mode c b - mode c b * chainH m t a b =
        (2 * I * m * (m / t) ^ N) • a 0 := by
    intro c hc h0
    have ha : ∀ j, a j * mode c b + mode c b * a j = 0 := fun j =>
      anticommutator_mode_zero (fun k => h.ab_anti j k) c
    have hb := anticommutator_mode h.b_sq h.b_anti c
    have h1 : ∀ j, a j * b j * mode c b - mode c b * (a j * b j) = (2 : ℂ) • c j • a j := by
      intro j
      rw [commutator_of_product, hb, ha, zero_mul, mul_smul_comm, mul_one]
      module
    have h2 : ∀ j : Fin N, b j.castSucc * a j.succ * mode c b
        - mode c b * (b j.castSucc * a j.succ) = (-2 : ℂ) • c j.castSucc • a j.succ := by
      intro j
      rw [commutator_of_product, hb, ha, mul_zero, smul_mul_assoc, one_mul]
      module
    -- now only the first site survives
    have hs : t • ∑ j : Fin N, c j.castSucc • a j.succ =
        m • ∑ j : Fin N, c j.succ • a j.succ := by
      simp only [Finset.smul_sum, smul_smul, hc]
    rw [commutator_chainH]
    simp only [h1, h2, ← Finset.smul_sum]
    rw [Fin.sum_univ_succ, h0]
    linear_combination (norm := module) (-2 * I) • hs
  refine gen _ (fun j => ?_) (by simp)
  have e : N - (j : ℕ) = (N - ((j : ℕ) + 1)) + 1 := by
    have := j.isLt
    omega
  change t * (m / t) ^ (N - (j : ℕ)) = m * (m / t) ^ (N - ((j : ℕ) + 1))
  rw [e]
  exact decay_step ht _
```

## (h) The square of the mode

Show that $G^2$ is a number:

$$G^2=\sum_{j=0}^{N}\left(\frac mt\right)^{2j}1.$$

**Solution.** By (b),

$$G^2=\tfrac12\{G,G\}=\tfrac12\sum_jc_j\{a_j,G\}=\sum_jc_j^2.$$

In Lean, `e` expands the anticommutator of the mode with any operator, and the `calc` block supplies the factor $\tfrac12$.

```lean
/-- The left edge mode squares to a number, the sum of the squares of its amplitudes. -/
theorem leftEdge_sq {a b : Fin (N + 1) → A} (h : IsMajoranaChain a b) (m t : ℂ) :
    leftEdge m t a * leftEdge m t a =
      (∑ j : Fin (N + 1), ((m / t) ^ (j : ℕ)) ^ 2) • (1 : A) := by
  have gen : ∀ c : Fin (N + 1) → ℂ, mode c a * mode c a = (∑ j, c j ^ 2) • (1 : A) := by
    intro c
    have e : ∀ S : A, mode c a * S + S * mode c a = ∑ j, c j • (a j * S + S * a j) := by
      intro S
      simp only [mode, Finset.sum_mul, Finset.mul_sum, smul_mul_assoc, mul_smul_comm, smul_add,
        Finset.sum_add_distrib]
    have e2 := e (mode c a)
    simp only [anticommutator_mode h.a_sq h.a_anti c] at e2
    calc mode c a * mode c a
        = (1 / 2 : ℂ) • (mode c a * mode c a + mode c a * mode c a) := by module
      _ = (∑ j, c j ^ 2) • (1 : A) := by
        rw [e2, Finset.smul_sum, Finset.sum_smul]
        refine Finset.sum_congr rfl fun j _ => ?_
        module
  exact gen _
```

Call this number $s$. For real $m/t$ it is at least 1, and $\Gamma=G/\sqrt s$ squares to one. For complex ratios $s$ can vanish, as at $N=1$, $m/t=i$.

## (i) The size of the error

In a nontrivial C*-algebra with $b_N$ self-adjoint and $t\ne0$, show that

$$\|[H,G]\|=2|m|\left(\frac{|m|}{|t|}\right)^N.$$

**Solution.** The C*-identity gives $\|b_N\|^2=\|b_N^*b_N\|=\|b_N^2\|=\|1\|=1$, so $\|b_N\|=1$. Taking the norm of (f) leaves the modulus of the coefficient. In Lean, `hn` is $\|b_N\|^2=1$ and `h1` is $\|b_N\|=1$; the last two lines take the norm of (f).

```lean
/-- In a nontrivial C*-algebra, with `b_N` self-adjoint and `t ≠ 0`, the commutator of `H` with
the left edge mode has norm exactly `2 |m| (|m|/|t|)^N`. -/
theorem norm_commutator_leftEdge {B : Type*} [NormedRing B] [StarRing B] [CStarRing B]
    [NormedAlgebra ℂ B] [Nontrivial B] {a b : Fin (N + 1) → B} (h : IsMajoranaChain a b)
    (hb : IsSelfAdjoint (b (Fin.last N))) (m : ℂ) {t : ℂ} (ht : t ≠ 0) :
    ‖chainH m t a b * leftEdge m t a - leftEdge m t a * chainH m t a b‖ =
      2 * ‖m‖ * (‖m‖ / ‖t‖) ^ N := by
  -- a self-adjoint operator that squares to one has norm one
  have hn : ‖b (Fin.last N)‖ * ‖b (Fin.last N)‖ = 1 := by
    rw [← CStarRing.norm_star_mul_self, hb.star_eq, h.b_sq, CStarRing.norm_one]
  have h1 : ‖b (Fin.last N)‖ = 1 := by
    rcases mul_self_eq_one_iff.1 hn with h' | h'
    · exact h'
    · linarith [norm_nonneg (b (Fin.last N))]
  rw [commutator_leftEdge h m ht, norm_smul, h1]
  simp [norm_pow]
```

For real $m/t$, the normalised mode $\Gamma$ has the commutator norm $\varepsilon=2|m|(|m|/|t|)^N/\sqrt s$. This bears on spectra of the finite, non-interacting chain with real couplings and self-adjoint Majorana matrices: if $\psi$ is a normalised eigenstate with energy $E$, then $\|(H-E)\Gamma\psi\|\le\varepsilon$, so $H$ has a level within $\varepsilon$ of $E$ whose eigenstate can be chosen with opposite fermion parity when $\psi$ has definite parity. That last step is a hand argument added to the checked norm.

## (j) Two sites on two qubits

Let $X,Y,Z$ be the Pauli matrices. Show that

$$a_0=X\otimes1,\quad a_1=Z\otimes X,\quad b_0=Y\otimes1,\quad b_1=Z\otimes Y$$

form a Majorana chain with $N=1$:

$$\{a_j,a_k\}=\{b_j,b_k\}=2\delta_{jk}\,1,\qquad\{a_j,b_k\}=0.$$

**Solution.** Each matrix squares to one because each Pauli matrix does. For operators on different sites, the first factors are $Z$ and one of $X,Y$, which anticommute, while the second factors commute because one of them is 1. On site 0 the sign comes from $XY=-YX$ in the first factor; on site 1 it comes from the second factor, since $Z^2=1$. Lean checks the Pauli products entry by entry and then runs through the site pairs with `fin_cases`.

```lean
/-- The Pauli matrix X. -/
def pauliX : Matrix (Fin 2) (Fin 2) ℂ := !![0, 1; 1, 0]

/-- The Pauli matrix Y. -/
def pauliY : Matrix (Fin 2) (Fin 2) ℂ := !![0, -I; I, 0]

/-- The Pauli matrix Z. -/
def pauliZ : Matrix (Fin 2) (Fin 2) ℂ := !![1, 0; 0, -1]

/-- The Jordan-Wigner matrices `X ⊗ 1, Z ⊗ X` and `Y ⊗ 1, Z ⊗ Y` on two qubits are the
Majoranas `a_0, a_1` and `b_0, b_1` of a two-site chain. -/
theorem isMajoranaChain_witness :
    IsMajoranaChain (N := 1) ![pauliX ⊗ₖ (1 : Matrix (Fin 2) (Fin 2) ℂ), pauliZ ⊗ₖ pauliX]
      ![pauliY ⊗ₖ (1 : Matrix (Fin 2) (Fin 2) ℂ), pauliZ ⊗ₖ pauliY] := by
  have xx : pauliX * pauliX = 1 := by
    ext i j; fin_cases i <;> fin_cases j <;> simp [pauliX]
  have yy : pauliY * pauliY = 1 := by
    ext i j; fin_cases i <;> fin_cases j <;> simp [pauliY]
  have zz : pauliZ * pauliZ = 1 := by
    ext i j; fin_cases i <;> fin_cases j <;> simp [pauliZ]
  have yx : pauliY * pauliX = -(pauliX * pauliY) := by
    ext i j; fin_cases i <;> fin_cases j <;> simp [pauliX, pauliY]
  have zx : pauliZ * pauliX = -(pauliX * pauliZ) := by
    ext i j; fin_cases i <;> fin_cases j <;> simp [pauliX, pauliZ]
  have zy : pauliZ * pauliY = -(pauliY * pauliZ) := by
    ext i j; fin_cases i <;> fin_cases j <;> simp [pauliY, pauliZ]
  have nl : ∀ P Q : Matrix (Fin 2) (Fin 2) ℂ, (-P) ⊗ₖ Q = -(P ⊗ₖ Q) := by
    intro P Q; ext i j; simp [Matrix.kroneckerMap_apply]
  have nr : ∀ P Q : Matrix (Fin 2) (Fin 2) ℂ, P ⊗ₖ (-Q) = -(P ⊗ₖ Q) := by
    intro P Q; ext i j; simp [Matrix.kroneckerMap_apply]
  constructor
  · intro j
    fin_cases j <;> simp [← Matrix.mul_kronecker_mul, xx, zz]
  · intro j
    fin_cases j <;> simp [← Matrix.mul_kronecker_mul, yy, zz]
  · intro j k hjk
    fin_cases j <;> fin_cases k <;> simp [← Matrix.mul_kronecker_mul, zx, nl] at hjk ⊢
  · intro j k hjk
    fin_cases j <;> fin_cases k <;> simp [← Matrix.mul_kronecker_mul, zy, nl] at hjk ⊢
  · intro j k
    fin_cases j <;> fin_cases k <;> simp [← Matrix.mul_kronecker_mul, yx, zx, zy, zz, nl, nr]

end

end MajoranaEdgeMode
```

In these matrices $H=-m(Z\otimes1+1\otimes Z)-t\,X\otimes X$, the two-site transverse-field Ising model.

## Leaving out the Jordan-Wigner string

Replace $a_1,b_1$ by $1\otimes X$ and $1\otimes Y$. The squares and the same-site anticommutators survive, but operators on different sites now commute. For real $t\neq0$ the bond term $it\,Y\otimes X$ is then anti-Hermitian, so this $H$ is only an algebraic test of the hypotheses, not the Hamiltonian of a closed system. With $G=X\otimes1+r\,1\otimes X$, direct multiplication gives

$$[H,G]=-2imr\,1\otimes Y-2im\,Y\otimes1+2t\,Z\otimes X.$$

The first term is the one in (f); the other two do not cancel for $t\neq0$. The squares and same-site relations alone are therefore not enough for (f).

```lean
#print axioms MajoranaEdgeMode.commutator_leftEdge
#print axioms MajoranaEdgeMode.commutator_rightEdge
#print axioms MajoranaEdgeMode.leftEdge_sq
#print axioms MajoranaEdgeMode.norm_commutator_leftEdge
```

```
'MajoranaEdgeMode.commutator_leftEdge' depends on axioms: [propext, Classical.choice, Quot.sound]
'MajoranaEdgeMode.commutator_rightEdge' depends on axioms: [propext, Classical.choice, Quot.sound]
'MajoranaEdgeMode.leftEdge_sq' depends on axioms: [propext, Classical.choice, Quot.sound]
'MajoranaEdgeMode.norm_commutator_leftEdge' depends on axioms: [propext, Classical.choice, Quot.sound]
```
